# Additive Fourth-Order Energy for Independent Two-Level Units with Positive Gaps

Take $N$ molecules too far apart to interact. Their total energy is the sum of the separate energies. If the unperturbed Hamiltonian and the perturbation are also sums over the molecules, each order of perturbation theory should be additive too. Yet the fourth-order Rayleigh-Schrödinger formula contains a product of two sums over molecules, the renormalisation term, which grows as $N^2$ for identical molecules. For two-level units with positive gaps, the configurations with two excited units remove exactly the excess.

In Lean 4 with Mathlib:

```lean
import Mathlib

open Finset

namespace FourthOrderSizeConsistency

noncomputable section

variable {N : ℕ}
```

## Units, configurations and the perturbation

Unit $i$ has a ground level at energy 0, an excited level at $D_i$ and a real coupling $v_i$ between them. The index $i$ runs over `Fin N`, that is, from $0$ to $N-1$. A configuration $S$ is the set of excited units, and a state is a real function $\varphi$ on configurations. The perturbation $V$ flips one unit at a time:

$$(V\varphi)(S)=\sum_i v_i\,\varphi(S\text{ with unit } i\text{ flipped}).$$

```lean
/-- Flip unit `i`: de-excite it if it is excited in the configuration `S`, excite it otherwise. -/
def flipUnit (S : Finset (Fin N)) (i : Fin N) : Finset (Fin N) :=
  if i ∈ S then S.erase i else insert i S

/-- The perturbation acting on a state `φ`: each unit is flipped with its coupling `v i`. -/
def coupling (v : Fin N → ℝ) (φ : Finset (Fin N) → ℝ) (S : Finset (Fin N)) : ℝ :=
  ∑ i, v i * φ (flipUnit S i)
```

No term couples two units, so the unperturbed Hamiltonian $H_0$ multiplies $\varphi(S)$ by $\varepsilon(S)=\sum_{i\in S}D_i$. The reference state $\psi_0$ is 1 on the empty configuration and 0 elsewhere.

```lean
/-- The unperturbed energy of a configuration: the sum of the gaps of its excited units. -/
def excitation (D : Fin N → ℝ) (S : Finset (Fin N)) : ℝ := ∑ i ∈ S, D i

/-- The reference state, in which no unit is excited. -/
def reference (S : Finset (Fin N)) : ℝ := if S = ∅ then 1 else 0
```

## Corrections order by order

For $H_0+\lambda V$, collecting powers of $\lambda$ gives

$$H_0\psi_n+V\psi_{n-1}=\sum_{k=1}^{n}E_k\psi_{n-k}.$$

With intermediate normalisation, $\psi_n(\emptyset)=0$ for $n\ge1$. Off the reference, the equation is solved by dividing by $-\varepsilon(S)$, which is the task of the reduced resolvent.

```lean
/-- The reduced resolvent at the reference energy zero, for positive gaps: it removes the
reference configuration and divides by minus the excitation energy elsewhere. -/
def resolvent (D : Fin N → ℝ) (φ : Finset (Fin N) → ℝ) (S : Finset (Fin N)) : ℝ :=
  if S = ∅ then 0 else -φ S / excitation D S
```

At $S=\emptyset$ the same equation reduces to $E_n=(V\psi_{n-1})(\emptyset)$. Energies and wavefunctions therefore follow alternately, up to $E_4=(V\psi_3)(\emptyset)$.

```lean
/-- First-order energy. -/
def energy1 (v : Fin N → ℝ) : ℝ := coupling v reference ∅

/-- First-order wavefunction, for positive gaps. -/
def wave1 (D v : Fin N → ℝ) : Finset (Fin N) → ℝ := resolvent D (coupling v reference)

/-- Second-order energy, for positive gaps. -/
def energy2 (D v : Fin N → ℝ) : ℝ := coupling v (wave1 D v) ∅

/-- Second-order wavefunction, for positive gaps. -/
def wave2 (D v : Fin N → ℝ) : Finset (Fin N) → ℝ :=
  resolvent D (fun S => coupling v (wave1 D v) S - energy1 v * wave1 D v S)

/-- Third-order energy, for positive gaps. -/
def energy3 (D v : Fin N → ℝ) : ℝ := coupling v (wave2 D v) ∅

/-- Third-order wavefunction, for positive gaps. -/
def wave3 (D v : Fin N → ℝ) : Finset (Fin N) → ℝ :=
  resolvent D (fun S => coupling v (wave2 D v) S - energy1 v * wave2 D v S
    - energy2 D v * wave1 D v S)

/-- Fourth-order energy, for positive gaps. -/
def energy4 (D v : Fin N → ℝ) : ℝ := coupling v (wave3 D v) ∅
```

The two competing quantities are the renormalisation term, which is $-E_2$ times the squared norm of $\psi_1$, and the sum over doubly excited pairs:

$$R=\Big(\sum_i\frac{v_i^2}{D_i}\Big)\Big(\sum_j\frac{v_j^2}{D_j^2}\Big),\qquad
Q=\sum_{i<j}\frac{\big(v_iv_j(1/D_i+1/D_j)\big)^2}{D_i+D_j}.$$

```lean
/-- The renormalisation term, for nonzero gaps: the sum of `v²/D` times the sum of `v²/D²`. -/
def renormalisation (D v : Fin N → ℝ) : ℝ :=
  (∑ i, v i ^ 2 / D i) * ∑ j, v j ^ 2 / D j ^ 2

/-- The sum over doubly excited pairs `i < j`, for positive gaps. -/
def doubles (D v : Fin N → ℝ) : ℝ :=
  ∑ i, ∑ j ∈ univ.filter (fun j => i < j),
    (v i * v j * (1 / D i + 1 / D j)) ^ 2 / (D i + D j)
```

## The corrections solve the Schrödinger equation

Write $G$ for the resolvent. For every state $\varphi$,

$$\varepsilon(S)(G\varphi)(S)+\varphi(S)=\varphi(\emptyset)\,\psi_0(S).$$

At $S=\emptyset$ both sides are $\varphi(\emptyset)$. Elsewhere $\varepsilon(S)>0$, and the division cancels. This is `key` in the proof. Applying it to the three arguments of the resolvent, with $\psi_1(\emptyset)=\psi_2(\emptyset)=0$, gives the equations of orders one to three.

```lean
/-- For positive gaps the corrections solve the Schrödinger equation at first, second and
third order in the coupling, in every configuration. -/
theorem schrodinger_orders (D v : Fin N → ℝ) (hD : ∀ i, 0 < D i) (S : Finset (Fin N)) :
    excitation D S * wave1 D v S + coupling v reference S = energy1 v * reference S ∧
    excitation D S * wave2 D v S + coupling v (wave1 D v) S
      = energy1 v * wave1 D v S + energy2 D v * reference S ∧
    excitation D S * wave3 D v S + coupling v (wave2 D v) S
      = energy1 v * wave2 D v S + energy2 D v * wave1 D v S + energy3 D v * reference S := by
  -- off the reference, the resolvent is minus the inverse of the unperturbed Hamiltonian
  have key : ∀ φ : Finset (Fin N) → ℝ,
      excitation D S * resolvent D φ S + φ S = φ ∅ * reference S := by
    intro φ
    by_cases h : S = ∅
    · subst h
      simp [excitation, resolvent, reference]
    · have hpos : 0 < excitation D S :=
        Finset.sum_pos (fun i _ => hD i) (Finset.nonempty_iff_ne_empty.mpr h)
      have hc : excitation D S * (-φ S / excitation D S) = -φ S := by
        field_simp
      simp only [resolvent, reference, if_neg h]
      linear_combination hc
  have w1 : wave1 D v ∅ = 0 := by simp [wave1, resolvent]
  have w2 : wave2 D v ∅ = 0 := by simp [wave2, resolvent]
  refine ⟨key _, ?_, ?_⟩
  · have h : excitation D S * wave2 D v S
        + (coupling v (wave1 D v) S - energy1 v * wave1 D v S)
        = (energy2 D v - energy1 v * wave1 D v ∅) * reference S := key _
    rw [w1] at h
    linear_combination h
  · have h : excitation D S * wave3 D v S + (coupling v (wave2 D v) S
        - energy1 v * wave2 D v S - energy2 D v * wave1 D v S)
        = (energy3 D v - energy1 v * wave2 D v ∅ - energy2 D v * wave1 D v ∅)
          * reference S := key _
    rw [w1, w2] at h
    linear_combination h
```

A coupled unit needs a nonzero gap here. For one unit with $D_0=0$ and $v_0=1$, the first-order equation on the excited configuration reads $0\cdot\psi_1+1=0$, which has no solution. The exact lowest energy is then $-|\lambda|$, which is not a power series in $\lambda$.

## First-order amplitudes

The gaps are taken positive in this section, as in the definition of $\psi_1$. From $\{i\}$, only flipping unit $i$ reaches the reference. Hence $(V\psi_0)(\{i\})=v_i$, and division by $-D_i$ gives $\psi_1(\{i\})=-v_i/D_i$.

```lean
/-- The first-order amplitude of a single excitation is minus coupling over gap. -/
theorem wave1_singleton (D v : Fin N → ℝ) (i : Fin N) : wave1 D v {i} = -(v i / D i) := by
  have hr : ∀ j, reference (flipUnit {i} j) = if j = i then 1 else 0 := by
    intro j
    by_cases h : j = i
    · subst h
      simp [flipUnit, reference]
    · simp [flipUnit, reference, h]
  have hV : coupling v reference {i} = v i := by simp [coupling, hr]
  simp only [wave1, resolvent, if_neg (singleton_ne_empty i), hV, excitation, sum_singleton]
  ring
```

A flip changes the number of excited units by one. A configuration without exactly one excited unit therefore cannot reach $\emptyset$ in one flip, and its amplitude is zero.

```lean
/-- The first-order wavefunction vanishes unless exactly one unit is excited. -/
theorem wave1_eq_zero (D v : Fin N → ℝ) (S : Finset (Fin N)) (h : S.card ≠ 1) :
    wave1 D v S = 0 := by
  have hz : ∀ j, flipUnit S j ≠ ∅ := by
    intro j hj
    unfold flipUnit at hj
    split_ifs at hj with hm
    · have h1 := Finset.card_erase_add_one hm
      rw [hj, Finset.card_empty] at h1
      omega
    · exact Finset.insert_ne_empty _ _ hj
  simp [wave1, resolvent, coupling, reference, hz]
```

## Pair amplitudes factorise

For $i\ne j$, the pair $\{i,j\}$ is connected to both of its single excitations. Flipping a third unit leads to a triple excitation, where $\psi_1$ vanishes. Thus

$$(V\psi_1)(\{i,j\})=-v_iv_j\Big(\frac1{D_i}+\frac1{D_j}\Big)=-\frac{v_iv_j(D_i+D_j)}{D_iD_j}.$$

Since $E_1=0$, dividing by $-(D_i+D_j)$ leaves $\psi_2(\{i,j\})=v_iv_j/(D_iD_j)$, the product of the two first-order amplitudes. In the proof, `hterm` sorts the flips and `hV` adds them.

```lean
/-- For positive gaps the second-order amplitude of a double excitation is the product of the
two first-order amplitudes. -/
theorem wave2_pair (D v : Fin N → ℝ) (hD : ∀ i, 0 < D i) {i j : Fin N} (hij : i ≠ j) :
    wave2 D v {i, j} = v i * v j / (D i * D j) := by
  have h1 : energy1 v = 0 := by simp [energy1, coupling, flipUnit, reference]
  have flip : ∀ a b : Fin N, a ≠ b → flipUnit {a, b} a = {b} := by
    intro a b hab
    unfold flipUnit
    rw [if_pos (by simp), Finset.erase_insert (by simpa using hab)]
  -- a pair is reached from either of its two single excitations
  have hterm : ∀ k, v k * wave1 D v (flipUnit {i, j} k)
      = (if k = i then v i * -(v j / D j) else 0)
        + (if k = j then v j * -(v i / D i) else 0) := by
    intro k
    by_cases hki : k = i
    · rw [hki, flip i j hij, wave1_singleton, if_pos rfl, if_neg hij, add_zero]
    · by_cases hkj : k = j
      · rw [hkj, Finset.pair_comm, flip j i hij.symm, wave1_singleton, if_neg hij.symm,
          if_pos rfl, zero_add]
      · have hm : k ∉ ({i, j} : Finset (Fin N)) := by simp [hki, hkj]
        rw [wave1_eq_zero D v _ (by
          rw [flipUnit, if_neg hm, Finset.card_insert_of_notMem hm, Finset.card_pair hij]
          norm_num), if_neg hki, if_neg hkj]
        ring
  have hV : coupling v (wave1 D v) {i, j} = -(v i * v j * (1 / D i + 1 / D j)) := by
    rw [coupling, Finset.sum_congr rfl (fun k _ => hterm k), Finset.sum_add_distrib,
      Finset.sum_ite_eq', Finset.sum_ite_eq', if_pos (mem_univ _), if_pos (mem_univ _)]
    ring
  have hE : excitation D {i, j} = D i + D j := Finset.sum_pair hij
  have hi := hD i
  have hj := hD j
  simp only [wave2, resolvent, if_neg (Finset.insert_ne_empty i {j}), hE, h1, hV,
    zero_mul, sub_zero]
  field_simp
  ring
```

## The fourth-order energy

Let $A=\sum_j v_j^2/D_j$, so that $E_2=-A$. From $\{i\}$, flipping $j\ne i$ gives a pair, while flipping $i$ gives $\emptyset$, where $\psi_2=0$. Therefore

$$(V\psi_2)(\{i\})=\sum_{j\ne i}\frac{v_j^2}{D_j}\frac{v_i}{D_i}=A\frac{v_i}{D_i}-\frac{v_i^3}{D_i^2}.$$

The third-order correction subtracts $E_2\psi_1(\{i\})=A\,v_i/D_i$, which removes every contribution from other units:

$$\psi_3(\{i\})=-\frac1{D_i}\Big(-\frac{v_i^3}{D_i^2}\Big)=\frac{v_i^3}{D_i^3},\qquad E_4=\sum_i v_i\psi_3(\{i\})=\sum_i\frac{v_i^4}{D_i^3}.$$

The steps `hV` and `h3` are these two amplitude formulas.

```lean
/-- For positive gaps the fourth-order energy of independent two-level units is the sum of
`v⁴/D³` over the units. -/
theorem energy4_eq_sum (D v : Fin N → ℝ) (hD : ∀ i, 0 < D i) :
    energy4 D v = ∑ i, v i ^ 4 / D i ^ 3 := by
  have h1 : energy1 v = 0 := by simp [energy1, coupling, flipUnit, reference]
  have hflip : ∀ i : Fin N, flipUnit ∅ i = {i} := by
    intro i
    simp [flipUnit]
  have e2 : energy2 D v = -∑ j, v j ^ 2 / D j := by
    simp only [energy2, coupling, hflip, wave1_singleton]
    rw [← Finset.sum_neg_distrib]
    exact Finset.sum_congr rfl fun i _ => by ring
  -- double excitations give the full product except for the diagonal term
  have hV : ∀ i, coupling v (wave2 D v) {i}
      = (∑ j, v j ^ 2 / D j) * (v i / D i) - v i ^ 3 / D i ^ 2 := by
    intro i
    have hterm : ∀ j, v j * wave2 D v (flipUnit {i} j)
        = v j ^ 2 / D j * (v i / D i) - if j = i then v i ^ 3 / D i ^ 2 else 0 := by
      intro j
      by_cases h : j = i
      · subst h
        have hf : wave2 D v (flipUnit {j} j) = 0 := by simp [flipUnit, wave2, resolvent]
        rw [hf, if_pos rfl]
        ring
      · have hf : flipUnit {i} j = {j, i} := by simp [flipUnit, h]
        rw [hf, wave2_pair D v hD h, if_neg h]
        ring
    rw [coupling, Finset.sum_congr rfl (fun j _ => hterm j), Finset.sum_sub_distrib,
      ← Finset.sum_mul]
    simp
  -- the renormalisation term removes that product
  have h3 : ∀ i, wave3 D v {i} = v i ^ 3 / D i ^ 3 := by
    intro i
    simp only [wave3, resolvent, if_neg (singleton_ne_empty i), excitation, sum_singleton,
      h1, hV, e2, wave1_singleton]
    ring
  simp only [energy4, coupling, hflip, h3]
  exact Finset.sum_congr rfl fun i _ => by ring
```

## Double excitations cancel the cross terms

The same cancellation can be seen in $R$ and $Q$ by algebra alone. Put $T_{ij}=v_i^2v_j^2/(D_iD_j^2)$, so that $R=\sum_{i,j}T_{ij}$. For $i<j$,

$$T_{ij}+T_{ji}=\frac{v_i^2v_j^2(D_i+D_j)}{D_i^2D_j^2}=\frac{\big(v_iv_j(1/D_i+1/D_j)\big)^2}{D_i+D_j}.$$

The off-diagonal part of $R$ is therefore $Q$, and the diagonal part is $\sum_i v_i^4/D_i^3$. The proof splits the double sum in `hsplit`, exchanges the summation indices in `hswap` and matches the pairs in `hpairs`.

```lean
/-- For positive gaps the renormalisation term minus the double-excitation sum is the sum of
`v⁴/D³` over the units. -/
theorem cancellation (D v : Fin N → ℝ) (hD : ∀ i, 0 < D i) :
    renormalisation D v - doubles D v = ∑ i, v i ^ 4 / D i ^ 3 := by
  let T : Fin N → Fin N → ℝ := fun i j => v i ^ 2 / D i * (v j ^ 2 / D j ^ 2)
  have hprod : renormalisation D v = ∑ i, ∑ j, T i j := Finset.sum_mul_sum _ _ _ _
  -- split the double sum into i < j, j < i and i = j
  have hsplit : ∀ i j, T i j = (if i < j then T i j else 0) + (if j < i then T i j else 0)
      + (if i = j then T i j else 0) := by
    intro i j
    rcases lt_trichotomy i j with h | h | h
    · simp [h, lt_asymm h, h.ne]
    · simp [h]
    · simp [h, lt_asymm h, h.ne']
  have hswap : ∑ i, ∑ j, (if j < i then T i j else 0)
      = ∑ i, ∑ j, (if i < j then T j i else 0) := Finset.sum_comm
  have hpairs : doubles D v = ∑ i, ∑ j, (if i < j then T i j else 0)
      + ∑ i, ∑ j, (if j < i then T i j else 0) := by
    rw [hswap, ← Finset.sum_add_distrib, doubles]
    refine Finset.sum_congr rfl fun i _ => ?_
    rw [← Finset.sum_add_distrib, Finset.sum_filter]
    refine Finset.sum_congr rfl fun j _ => ?_
    have hi := hD i
    have hj := hD j
    split_ifs
    · simp only [T]
      field_simp
      ring
    · simp
  have hdiag : ∑ i, ∑ j, (if i = j then T i j else 0) = ∑ i, v i ^ 4 / D i ^ 3 := by
    refine Finset.sum_congr rfl fun i _ => ?_
    rw [Finset.sum_ite_eq, if_pos (mem_univ _)]
    simp only [T]
    ring
  have htotal : ∑ i, ∑ j, T i j = ∑ i, ∑ j, (if i < j then T i j else 0)
      + ∑ i, ∑ j, (if j < i then T i j else 0)
      + ∑ i, ∑ j, (if i = j then T i j else 0) := by
    simp only [← Finset.sum_add_distrib]
    exact Finset.sum_congr rfl fun i _ => Finset.sum_congr rfl fun j _ => hsplit i j
  rw [hprod, htotal, hpairs, hdiag]
  ring
```

For two units with $D=(1,2)$ and $v=(1,2)$, $R=(1+2)(1+1)=6$ and $Q=(2\cdot\tfrac32)^2/3=3$. The difference is 3, which agrees with $1^4/1^3+2^4/2^3=1+2$.

Combining the two results gives $E_4=R-Q$.

```lean
/-- For positive gaps the fourth-order energy is the renormalisation term minus the
double-excitation sum. -/
theorem energy4_eq_renormalisation_sub_doubles (D v : Fin N → ℝ) (hD : ∀ i, 0 < D i) :
    energy4 D v = renormalisation D v - doubles D v := by
  rw [energy4_eq_sum D v hD, cancellation D v hD]
```

## Additivity and the quadratic term

A unit treated alone is the case $N=1$, with fourth-order energy $v_i^4/D_i^3$. Summing over the units gives the fourth-order energy of the composite. This is size consistency at fourth order for non-interacting two-level units; convergence of the series is a separate question.

```lean
/-- Size consistency: for positive gaps the fourth-order energy of the composite is the sum of the
fourth-order energies of the units, each treated alone. -/
theorem energy4_size_consistent (D v : Fin N → ℝ) (hD : ∀ i, 0 < D i) :
    energy4 D v = ∑ i, energy4 (fun _ : Fin 1 => D i) (fun _ => v i) := by
  rw [energy4_eq_sum D v hD]
  refine Finset.sum_congr rfl fun i _ => ?_
  rw [energy4_eq_sum _ _ (fun _ => hD i)]
  simp
```

For identical units with gap $d$ and coupling $w$, $R=N^2w^4/d^3$ and $E_4=Nw^4/d^3$, so

$$Q=N(N-1)\frac{w^4}{d^3}.$$

If each unit models an electron pair whose excited level is a double excitation, then two excited units form a quadruple excitation. Omitting these from the fourth-order energy of this non-interacting model leaves a term quadratic in $N$.

```lean
/-- For `N` identical units with positive gap `d` and coupling `w`, the double-excitation sum
is `N (N - 1) w⁴/d³`. -/
theorem doubles_identical (N : ℕ) (d w : ℝ) (hd : 0 < d) :
    doubles (fun _ : Fin N => d) (fun _ => w) = N * (N - 1) * (w ^ 4 / d ^ 3) := by
  have h := cancellation (fun _ : Fin N => d) (fun _ => w) (fun _ => hd)
  simp only [renormalisation, Finset.sum_const, Finset.card_univ, Fintype.card_fin,
    nsmul_eq_mul] at h
  have hq : w ^ 2 / d * (w ^ 2 / d ^ 2) = w ^ 4 / d ^ 3 := by ring
  linear_combination -h + (N : ℝ) ^ 2 * hq

end

end FourthOrderSizeConsistency
```

```lean
#print axioms FourthOrderSizeConsistency.energy4_eq_sum
-- 'FourthOrderSizeConsistency.energy4_eq_sum' depends on axioms: [propext, Classical.choice, Quot.sound]
#print axioms FourthOrderSizeConsistency.energy4_eq_renormalisation_sub_doubles
-- 'FourthOrderSizeConsistency.energy4_eq_renormalisation_sub_doubles' depends on axioms: [propext, Classical.choice, Quot.sound]
#print axioms FourthOrderSizeConsistency.energy4_size_consistent
-- 'FourthOrderSizeConsistency.energy4_size_consistent' depends on axioms: [propext, Classical.choice, Quot.sound]
#print axioms FourthOrderSizeConsistency.doubles_identical
-- 'FourthOrderSizeConsistency.doubles_identical' depends on axioms: [propext, Classical.choice, Quot.sound]
```
